# The cyclic Toda chain conserves a cubic quantity that can bar a trajectory from part of its energy–momentum shell

Take $N\ge 1$ particles of unit mass on a ring, with the site index $n$ read modulo $N$. Particle $n$ has displacement $x_n$ and momentum $p_n$, in dimensionless units. With the bond term $V_n=e^{x_n-x_{n+1}}$, the equations of motion are

$$x_n'=p_n,\qquad p_n'=V_{n-1}-V_n .$$

Define the total momentum, the energy and a cubic quantity:

$$P=\sum_n p_n,\qquad E=\sum_n\Big(\frac{p_n^2}{2}+V_n\Big),\qquad C=\sum_n\big[p_n^3+3(p_n+p_{n+1})V_n\big].$$

All three are constant along every motion. Moreover, $E\ge P^2/(2N)+N$. If $N\ge3$ and this inequality is strict, the trajectory never enters a certain open region of phase space that contains states with its own $E$ and $P$. The region is unchanged by uniform displacements of the chain, so drift of the centre of mass is not what keeps the trajectory out.

## Time averages and integrator checks

A constant-energy simulation often uses a time average in place of an average over the energy–momentum shell. For this classical chain with these exact forces, $N\ge3$ and energy above the minimum, a single trajectory stays out of an open part of the shell, however long the run. The cubic quantity is also a useful diagnostic: in a Toda test run, any drift in $C$ comes from time stepping or rounding, or from a coding error.

## Currents around the ring and two opposite kicks

The chain rule gives $V_n'=V_n(p_n-p_{n+1})$. Each conservation law follows by writing the rate at site $n$ as $f_n-f_{n+1}$, which sums to zero on a ring.

- For $P$, the rate is $V_{n-1}-V_n$, so $f_n=V_{n-1}$.
- For $E$, it is $p_n(V_{n-1}-V_n)+V_n(p_n-p_{n+1})=p_nV_{n-1}-p_{n+1}V_n$, so $f_n=p_nV_{n-1}$.
- For $C$, it is

$$3p_n^2(V_{n-1}-V_n)+3(V_{n-1}-V_{n+1})V_n+3(p_n^2-p_{n+1}^2)V_n .$$

The terms $\pm3p_n^2V_n$ cancel, leaving $f_n-f_{n+1}$ with $f_n=3p_n^2V_{n-1}+3V_{n-1}V_n$.

For the energy bound, $e^u\ge1+u$ gives $\sum_nV_n\ge N+\sum_n(x_n-x_{n+1})=N$, and Cauchy–Schwarz gives $P^2\le N\sum_np_n^2$.

Now set all displacements to zero, let $m=P/N$, and choose

$$p_0=m+k(N-1),\qquad p_n=m-k\quad(n\ne0).$$

The deviations from $m$ sum to zero. Their squares sum to $k^2N(N-1)$ and their cubes to $k^3N(N-1)(N-2)$. Hence

$$E=\frac{Nm^2}{2}+\frac{k^2N(N-1)}{2}+N,$$

$$C=Nm^3+3mk^2N(N-1)+k^3N(N-1)(N-2)+6Nm .$$

If $N\ge2$ and $E>P^2/(2N)+N$, the first equation has a solution $k>0$. The kicks $k$ and $-k$ then give the same $P$ and $E$, but their values of $C$ differ by $2k^3N(N-1)(N-2)$, which is positive for $N\ge3$.

A trajectory has one value $C_0$ of the cubic quantity, so at least one of the two states has $C\ne C_0$. The region $\{C\ne C_0\}$ contains that state. It is open because $C$ is continuous, and it is invariant under uniform displacement because $C$ depends only on differences of the $x_n$.

## Three particles with momenta 2, −1, −1

Take $N=3$, zero displacements and $p=(2,-1,-1)$, which is the case $m=0$, $k=1$. Then $P=0$, $E=3+3=6$ and $C=8-1-1=6$, since the bond part of $C$ is $6P=0$. The reversed momenta $(-2,1,1)$ give the same $P$ and $E$, but $C=-6$. A motion starting from the first state therefore never reaches the second.

## The Lean file

```lean
import Mathlib

open Finset

namespace CyclicTodaChain

noncomputable section

variable {N : ℕ}

/-- The bond term `V_n = exp (x_n - x_{n+1})` between neighbours on the ring. -/
def bond (x : ZMod N → ℝ) (n : ZMod N) : ℝ := Real.exp (x n - x (n + 1))

/-- Displacements `x` and momenta `p` obey the equations of motion of the cyclic Toda chain:
`x_n' = p_n` and `p_n' = V_{n-1} - V_n`. -/
structure IsTodaMotion (x p : ℝ → ZMod N → ℝ) : Prop where
  dx : ∀ t n, HasDerivAt (fun s => x s n) (p t n) t
  dp : ∀ t n, HasDerivAt (fun s => p s n) (bond (x t) (n - 1) - bond (x t) n) t

/-- Along a Toda motion each bond term changes at the rate `V_n (p_n - p_{n+1})`. -/
lemma IsTodaMotion.bond_deriv {x p : ℝ → ZMod N → ℝ} (h : IsTodaMotion x p)
    (t : ℝ) (n : ZMod N) :
    HasDerivAt (fun s => bond (x s) n) (bond (x t) n * (p t n - p t (n + 1))) t :=
  ((h.dx t n).fun_sub (h.dx t (n + 1))).exp

variable [NeZero N]

/-- The total momentum of the chain. -/
def momentum (p : ZMod N → ℝ) : ℝ := ∑ n, p n

/-- The total energy: kinetic energy of unit masses plus the bond terms. -/
def energy (x p : ZMod N → ℝ) : ℝ := ∑ n, (p n ^ 2 / 2 + bond x n)

/-- The cubic quantity: the sum of `p_n³ + 3 (p_n + p_{n+1}) V_n` over the ring. -/
def cubic (x p : ZMod N → ℝ) : ℝ :=
  ∑ n, (p n ^ 3 + 3 * (p n + p (n + 1)) * bond x n)

/-- A sum over the ring does not change when every site is shifted by one. -/
lemma sum_shift (f : ZMod N → ℝ) : ∑ n, f (n + 1) = ∑ n, f n :=
  Equiv.sum_comp (Equiv.addRight (1 : ZMod N)) f

/-- Differences between neighbouring sites add up to zero around the ring. -/
lemma telescope (f : ZMod N → ℝ) : ∑ n, (f n - f (n + 1)) = 0 := by
  rw [sum_sub_distrib, sum_shift, sub_self]

/-- A quantity whose rate of change is always zero keeps its initial value. -/
lemma eq_initial {f : ℝ → ℝ} (h : ∀ t, HasDerivAt f 0 t) (t : ℝ) : f t = f 0 :=
  is_const_of_deriv_eq_zero (fun s => (h s).differentiableAt) (fun s => (h s).deriv) t 0

/-- The total momentum is constant along every Toda motion. -/
theorem momentum_conserved {x p : ℝ → ZMod N → ℝ} (h : IsTodaMotion x p) (t : ℝ) :
    momentum (p t) = momentum (p 0) := by
  refine eq_initial (f := fun s => momentum (p s)) (fun t => ?_) t
  have hd := HasDerivAt.fun_sum (u := univ) (fun n _ => h.dp t n)
  refine hd.congr_deriv ((sum_congr rfl fun n _ => ?_).trans
    (telescope fun n => bond (x t) (n - 1)))
  simp only [add_sub_cancel_right]

/-- The total energy is constant along every Toda motion. -/
theorem energy_conserved {x p : ℝ → ZMod N → ℝ} (h : IsTodaMotion x p) (t : ℝ) :
    energy (x t) (p t) = energy (x 0) (p 0) := by
  refine eq_initial (f := fun s => energy (x s) (p s)) (fun t => ?_) t
  have hd := HasDerivAt.fun_sum (u := univ) (fun n _ =>
    (((h.dp t n).fun_pow 2).div_const 2).fun_add (h.bond_deriv t n))
  -- the energy current through site n is p_n V_{n-1}
  refine hd.congr_deriv ((sum_congr rfl fun n _ => ?_).trans
    (telescope fun n => p t n * bond (x t) (n - 1)))
  simp only [add_sub_cancel_right, Nat.cast_ofNat, Nat.reduceSub]
  ring

/-- The cubic quantity is constant along every Toda motion. -/
theorem cubic_conserved {x p : ℝ → ZMod N → ℝ} (h : IsTodaMotion x p) (t : ℝ) :
    cubic (x t) (p t) = cubic (x 0) (p 0) := by
  refine eq_initial (f := fun s => cubic (x s) (p s)) (fun t => ?_) t
  have hd := HasDerivAt.fun_sum (u := univ) (fun n _ =>
    ((h.dp t n).fun_pow 3).fun_add
      ((((h.dp t n).fun_add (h.dp t (n + 1))).const_mul 3).fun_mul (h.bond_deriv t n)))
  -- the current of the cubic quantity is 3 p_n² V_{n-1} + 3 V_{n-1} V_n
  refine hd.congr_deriv ((sum_congr rfl fun n _ => ?_).trans
    (telescope fun n => 3 * p t n ^ 2 * bond (x t) (n - 1)
      + 3 * bond (x t) (n - 1) * bond (x t) n))
  simp only [add_sub_cancel_right, Nat.cast_ofNat, Nat.reduceSub]
  ring

/-- A chain of `N` particles with total momentum `P` has energy at least `P²/(2N) + N`. -/
theorem energy_lower_bound (x p : ZMod N → ℝ) :
    momentum p ^ 2 / (2 * N) + N ≤ energy x p := by
  have hN : (0 : ℝ) < N := Nat.cast_pos.2 (NeZero.pos N)
  have h1 : (N : ℝ) ≤ ∑ n, bond x n := by
    have h : ∑ n, (x n - x (n + 1) + 1) ≤ ∑ n, bond x n :=
      sum_le_sum fun n _ => Real.add_one_le_exp (x n - x (n + 1))
    rw [sum_add_distrib, telescope x] at h
    simpa [ZMod.card] using h
  have h2 : momentum p ^ 2 ≤ N * ∑ n, p n ^ 2 := by
    have h := sq_sum_le_card_mul_sum_sq (s := univ) (f := p)
    rwa [card_univ, ZMod.card] at h
  have h3 : momentum p ^ 2 / (2 * N) ≤ (∑ n, p n ^ 2) / 2 := by
    rw [div_le_iff₀ (by linarith)]
    linarith
  simp only [energy, sum_add_distrib, ← sum_div]
  linarith

/-- Momenta with mean `m` in which particle 0 is kicked against all the others, with
strength `k`. -/
def kicked (m k : ℝ) : ZMod N → ℝ := fun n => m + k * (if n = 0 then (N : ℝ) - 1 else -1)

/-- A sum over the ring in which site 0 carries `a` and every other site carries `b`. -/
lemma sum_tagged (f : ℝ → ℝ) (a b : ℝ) :
    ∑ n : ZMod N, f (if n = 0 then a else b) = f a + (N - 1) * f b := by
  have h : ∀ n : ZMod N, f (if n = 0 then a else b)
      = f b + if n = 0 then f a - f b else 0 := by
    intro n
    split_ifs <;> ring
  simp only [h, sum_add_distrib, sum_ite_eq', mem_univ, if_true, sum_const, card_univ,
    ZMod.card, nsmul_eq_mul]
  ring

/-- Momentum, energy and cubic quantity of the kicked chain with equal displacements. -/
lemma kicked_values (m k : ℝ) :
    momentum (kicked m k : ZMod N → ℝ) = N * m ∧
    energy 0 (kicked m k : ZMod N → ℝ) = N * m ^ 2 / 2 + k ^ 2 * (N * (N - 1)) / 2 + N ∧
    cubic 0 (kicked m k : ZMod N → ℝ) = N * m ^ 3 + 3 * m * (k ^ 2 * (N * (N - 1)))
      + k ^ 3 * (N * (N - 1) * (N - 2)) + 6 * (N * m) := by
  have hb : ∀ n : ZMod N, bond 0 n = 1 := fun n => by simp [bond]
  have h1 : ∑ n : ZMod N, kicked m k n = (m + k * (N - 1)) + (N - 1) * (m + k * (-1)) :=
    sum_tagged (fun u => m + k * u) (N - 1) (-1)
  have h2 : ∑ n : ZMod N, (kicked m k n ^ 2 / 2 + 1)
      = ((m + k * (N - 1)) ^ 2 / 2 + 1) + (N - 1) * ((m + k * (-1)) ^ 2 / 2 + 1) :=
    sum_tagged (fun u => (m + k * u) ^ 2 / 2 + 1) (N - 1) (-1)
  have h3 : ∑ n : ZMod N, kicked m k n ^ 3
      = (m + k * (N - 1)) ^ 3 + (N - 1) * (m + k * (-1)) ^ 3 :=
    sum_tagged (fun u => (m + k * u) ^ 3) (N - 1) (-1)
  refine ⟨?_, ?_, ?_⟩
  · rw [momentum, h1]
    ring
  · simp only [energy, hb]
    rw [h2]
    ring
  · simp only [cubic, hb, mul_one, mul_add, sum_add_distrib, ← mul_sum,
      sum_shift (kicked m k)]
    rw [h3, h1]
    ring

/-- For at least three particles and any `E > P²/(2N) + N`, there exist two states, both with energy
`E` and momentum `P`, that have different values of the cubic quantity. -/
theorem cubic_varies_on_shell (hN : 3 ≤ N) (E P : ℝ) (hE : P ^ 2 / (2 * N) + N < E) :
    ∃ q q' : ZMod N → ℝ, (momentum q = P ∧ energy 0 q = E) ∧
      (momentum q' = P ∧ energy 0 q' = E) ∧ cubic 0 q ≠ cubic 0 q' := by
  have hn : (3 : ℝ) ≤ N := by exact_mod_cast hN
  have hn0 : (N : ℝ) ≠ 0 := by linarith
  have hD : 0 < (N : ℝ) * (N - 1) := mul_pos (by linarith) (by linarith)
  obtain ⟨m, rfl⟩ : ∃ m, P = N * m := ⟨P / N, by field_simp⟩
  have hm : ((N : ℝ) * m) ^ 2 / (2 * N) = N * m ^ 2 / 2 := by field_simp
  rw [hm] at hE
  -- the kick strength that uses up the excess energy
  obtain ⟨k, hk, hk2⟩ : ∃ k : ℝ, 0 < k ∧
      k ^ 2 * (N * (N - 1)) = 2 * (E - N - N * m ^ 2 / 2) := by
    have hpos : 0 < 2 * (E - N - N * m ^ 2 / 2) / (N * (N - 1)) :=
      div_pos (by linarith) hD
    exact ⟨Real.sqrt (2 * (E - N - N * m ^ 2 / 2) / (N * (N - 1))), Real.sqrt_pos.2 hpos,
      by rw [Real.sq_sqrt hpos.le, div_mul_cancel₀ _ hD.ne']⟩
  obtain ⟨m1, e1, c1⟩ := kicked_values (N := N) m k
  obtain ⟨m2, e2, c2⟩ := kicked_values (N := N) m (-k)
  refine ⟨kicked m k, kicked m (-k), ⟨m1, ?_⟩, ⟨m2, ?_⟩, fun hc => ?_⟩
  · rw [e1]
    linarith
  · rw [e2, neg_sq]
    linarith
  · -- reversing the kick changes the sign of the third moment only
    rw [c1, c2] at hc
    have h3 : 0 < k ^ 3 * ((N : ℝ) * (N - 1) * (N - 2)) :=
      mul_pos (pow_pos hk 3) (mul_pos hD (by linarith))
    linarith

/-- A Toda motion of at least three particles with energy above `P²/(2N) + N`, where `P` is its
momentum, never enters some open region of phase space that contains a state of the same energy
and momentum and is unchanged by uniform displacements of the chain. -/
theorem motion_misses_part_of_shell (hN : 3 ≤ N) {x p : ℝ → ZMod N → ℝ}
    (h : IsTodaMotion x p)
    (hE : momentum (p 0) ^ 2 / (2 * N) + N < energy (x 0) (p 0)) :
    ∃ U : Set ((ZMod N → ℝ) × (ZMod N → ℝ)), IsOpen U ∧
      (∃ s ∈ U, momentum s.2 = momentum (p 0) ∧ energy s.1 s.2 = energy (x 0) (p 0)) ∧
      (∀ s ∈ U, ∀ c : ℝ, ((fun n => s.1 n + c), s.2) ∈ U) ∧
      ∀ t, (x t, p t) ∉ U := by
  have hcont : Continuous fun s : (ZMod N → ℝ) × (ZMod N → ℝ) => cubic s.1 s.2 := by
    simp only [cubic, bond]
    exact continuous_finsetSum _ fun n _ => by fun_prop
  -- the region where the cubic quantity differs from its value on the trajectory
  refine ⟨{s | cubic s.1 s.2 ≠ cubic (x 0) (p 0)}, isOpen_ne_fun hcont continuous_const,
    ?_, ?_, fun t ht => ht (cubic_conserved h t)⟩
  · obtain ⟨q, q', hq, hq', hne⟩ := cubic_varies_on_shell hN _ _ hE
    by_cases hc : cubic 0 q = cubic (x 0) (p 0)
    · exact ⟨(0, q'), fun hc' => hne (hc.trans hc'.symm), hq'⟩
    · exact ⟨(0, q), hc, hq⟩
  · intro s hs c
    have hshift : cubic (fun n => s.1 n + c) s.2 = cubic s.1 s.2 := by
      simp only [cubic, bond, add_sub_add_right_eq_sub]
    exact fun hc => hs (hshift.symm.trans hc)

/-- For two particles the cubic quantity is the function `3PE - P³/2` of energy `E` and
momentum `P`. -/
theorem cubic_two_particles (x p : ZMod 2 → ℝ) :
    cubic x p = 3 * momentum p * energy x p - momentum p ^ 3 / 2 := by
  have h : ∀ f : ZMod 2 → ℝ, ∑ n, f n = f 0 + f 1 := fun f => Fin.sum_univ_two f
  have h11 : (1 + 1 : ZMod 2) = 0 := by decide
  simp only [cubic, momentum, energy, h, zero_add, h11]
  ring

end

end CyclicTodaChain
```

```lean
#print axioms CyclicTodaChain.energy_conserved
-- 'CyclicTodaChain.energy_conserved' depends on axioms: [propext, Classical.choice, Quot.sound]
#print axioms CyclicTodaChain.energy_lower_bound
-- 'CyclicTodaChain.energy_lower_bound' depends on axioms: [propext, Classical.choice, Quot.sound]
#print axioms CyclicTodaChain.motion_misses_part_of_shell
-- 'CyclicTodaChain.motion_misses_part_of_shell' depends on axioms: [propext, Classical.choice, Quot.sound]
#print axioms CyclicTodaChain.cubic_two_particles
-- 'CyclicTodaChain.cubic_two_particles' depends on axioms: [propext, Classical.choice, Quot.sound]
```

## Reading the statements and their proofs

Sites are elements of `ZMod N`, which supplies the periodic indexing, and `NeZero N` excludes the infinite chain. `IsTodaMotion x p` says that the equations of motion hold at every real time, with derivatives expressed by `HasDerivAt`. The functions `momentum`, `energy` and `cubic` are $P$, $E$ and $C$. In `motion_misses_part_of_shell`, a point of phase space is a pair `s`, with displacements `s.1` and momenta `s.2`, and `U` is the missed region.

In the three conservation proofs, `HasDerivAt.fun_sum` differentiates the sum, `telescope` removes the differences $f_n-f_{n+1}$, and `eq_initial` turns a zero derivative into constancy. For $E$ and $C$, `ring` checks the algebra at each site. `energy_lower_bound` combines the exponential inequality with Cauchy–Schwarz.

`sum_tagged` evaluates sums in which only site 0 is special, and `kicked_values` uses it to obtain the total momentum $Nm$ of the kicked chain and the formulas above for $E$ and $C$. `cubic_varies_on_shell` solves for $k$ with a square root and compares the two kicks. The final argument uses `by_cases` to pick a state whose cubic value differs from that of the trajectory.

## Exact motions, two particles and the energy minimum

The theorems concern exact solutions for all time, whose existence is assumed through `IsTodaMotion`. They give no error bound for a finite time step, no measure of the missed region, and no statement about other potentials. Nor do they establish complete integrability, which requires $N$ independent conserved quantities in involution.

The condition $N\ge3$ cannot be relaxed to $N\ge2$. For two particles, `cubic_two_particles` gives $C=3PE-P^3/2$, so $C$ adds no restriction. With $r=x_0-x_1$ and $q=(p_0-p_1)/2$, the shell is, up to uniform displacements, the closed curve $q^2+2\cosh r=E-P^2/4$. Above the minimum energy it has no rest point, so a motion runs round all of it and enters every displacement-invariant region that contains a shell state.

The strict energy inequality cannot be relaxed to $\le$ either. A chain at rest with equal displacements has $P=0$ and $E=N$, and every other state on its shell is a uniform displacement of it.
